# The central-difference force is accurate to $Mh^2/6$ when the energy's third derivative is bounded by $M$

Take the energy $f(y)=y^3$ and estimate its slope at $y=0$ from two energies, at $h$ and at $-h$:

$$\frac{h^3-(-h)^3}{2h}=h^2 .$$

The true slope is $0$, so the error is $h^2$. A constant or quadratic term added to $f$ would cancel between the two points, and a linear term would be reproduced exactly. The cubic term is the first to cause an error, and since $f'''=6$ here, that error is $f'''h^2/6$. For a general energy with $|f'''|\le M$ everywhere, the error is at most $Mh^2/6$.

```lean
import Mathlib

namespace CentralDifferenceForce

noncomputable section
```

## The stencil and its error budget

Let $f:\mathbb R\to\mathbb R$ be the energy along one coordinate, $x$ the point of interest and $h>0$ the step. The slope estimate is

$$D_hf(x)=\frac{f(x+h)-f(x-h)}{2h},$$

and the force estimate is $-D_hf(x)$, which has the same absolute error.

```lean
/-- The central-difference estimate of the slope of an energy profile `f` at `x` with step `h`;
the force is minus this slope. -/
def centralDiff (f : ℝ → ℝ) (x h : ℝ) : ℝ := (f (x + h) - f (x - h)) / (2 * h)
```

Computed energies carry an error of their own, at most $\varepsilon$ each. Two bounds then compete: $Mh^2/6$ for the truncation error and $\varepsilon/h$ for the noise error. For $M,\varepsilon>0$ the first grows with $h$ and the second shrinks. Their sum is

$$E(h)=\frac{Mh^2}{6}+\frac{\varepsilon}{h}.$$

```lean
/-- The sum of the truncation-error bound `M h² / 6` and the noise-error bound `ε / h` at step `h`.
-/
def stepError (M ε h : ℝ) : ℝ := M * h ^ 2 / 6 + ε / h
```

## Bounding a quantity by bounding its rate

Suppose $u(0)=v(0)=0$ and $|u'(t)|\le v'(t)$ for $t\ge0$. Then $v-u$ and $v+u$ both have nonnegative derivative for $t\ge 0$, so neither falls below its initial value $0$. Hence $-v(t)\le u(t)\le v(t)$, that is, $|u(t)|\le v(t)$.

In Lean, `HasDerivAt u (u' t) t` says that `u` is differentiable at `t` with derivative `u' t`. The inner statement `key` is the monotonicity step, applied once to $v-u$ and once to $v+u$. No integral is taken, so the derivatives need not be continuous.

```lean
/-- If two quantities start at zero and the rate of the first is bounded in size by the rate of
the second, then the first stays bounded in size by the second. -/
theorem abs_le_of_abs_rate_le {u v u' v' : ℝ → ℝ}
    (hu : ∀ t, HasDerivAt u (u' t) t) (hv : ∀ t, HasDerivAt v (v' t) t)
    (hu0 : u 0 = 0) (hv0 : v 0 = 0) (hb : ∀ t, 0 ≤ t → |u' t| ≤ v' t)
    {t : ℝ} (ht : 0 ≤ t) : |u t| ≤ v t := by
  -- a function with nonnegative rate does not fall below its initial value
  have key : ∀ w w' : ℝ → ℝ, (∀ s, HasDerivAt w (w' s) s) →
      (∀ s, 0 ≤ s → 0 ≤ w' s) → w 0 ≤ w t := by
    intro w w' hw hp
    have hm : MonotoneOn w (Set.Ici 0) := by
      apply monotoneOn_of_deriv_nonneg (convex_Ici 0)
      · exact fun s _ => (hw s).continuousAt.continuousWithinAt
      · exact fun s _ => (hw s).differentiableAt.differentiableWithinAt
      · intro s hs
        rw [(hw s).deriv]
        exact hp s (interior_subset hs)
    exact hm (Set.mem_Ici.mpr le_rfl) (Set.mem_Ici.mpr ht) ht
  have h1 := key (fun s => v s - u s) (fun s => v' s - u' s)
    (fun s => (hv s).fun_sub (hu s))
    (fun s hs => sub_nonneg.mpr (abs_le.mp (hb s hs)).2)
  have h2 := key (fun s => v s + u s) (fun s => v' s + u' s)
    (fun s => (hv s).fun_add (hu s))
    (fun s hs => by
      have := (abs_le.mp (hb s hs)).1
      show 0 ≤ v' s + u' s
      linarith)
  simp only [hu0, hv0] at h1 h2
  exact abs_le.mpr ⟨by linarith, by linarith⟩
```

The quantities to be compared are differences between two displaced points. By the chain rule, the inner derivative $-1$ of $x-t$ turns the difference into a sum:

$$\frac{d}{dt}\bigl[g(x+t)-g(x-t)\bigr]=g'(x+t)+g'(x-t).$$

```lean
/-- The rate of change, with the displacement `t`, of the difference of `g` between the two
displaced points `x + t` and `x - t`. -/
theorem hasDerivAt_difference {g g' : ℝ → ℝ} (hg : ∀ y, HasDerivAt g (g' y) y) (x t : ℝ) :
    HasDerivAt (fun s => g (x + s) - g (x - s)) (g' (x + t) + g' (x - t)) t :=
  (((hg (x + t)).comp_const_add x t).fun_sub
    ((hg (x - t)).comp_const_sub x t)).congr_deriv (by ring)
```

## From the third derivative back to the energy

Write $f_1,f_2,f_3$ for the first three derivatives of $f$. The hypotheses `h₁`, `h₂` and `h₃` link each function to the next, and `hM` is the bound $|f_3|\le M$. Physically, $M$ limits how fast the force constant $f_2$ changes along the coordinate; for a harmonic energy one can take $M=0$.

The comparison is used three times for $t\ge0$, with the displacement $t$ as variable.

1. The difference $f_2(x+t)-f_2(x-t)$ vanishes at $t=0$ and has rate $f_3(x+t)+f_3(x-t)$, of size at most $2M$. Hence
$$|f_2(x+t)-f_2(x-t)|\le 2Mt.$$

2. The quantity $f_1(x+t)+f_1(x-t)-2f_1(x)$ vanishes at $t=0$, and its rate is the difference just bounded. Since $2Mt$ is the rate of $Mt^2$,
$$|f_1(x+t)+f_1(x-t)-2f_1(x)|\le Mt^2.$$

3. The quantity $f(x+t)-f(x-t)-2f_1(x)t$ vanishes at $t=0$, and its rate is the quantity bounded in step 2. Since $Mt^2$ is the rate of $Mt^3/3$,
$$|f(x+t)-f(x-t)-2f_1(x)t|\le \frac{M t^3}{3}.$$

The first two bounds are `b₂` and `b₁` in the proof; the third, at $t=h$, is the theorem.

```lean
/-- The energy difference between the points `x + h` and `x - h` equals `2 h f'(x)` up to an error
of at most `M h³ / 3`, when `h ≥ 0` and the third derivative is bounded by `M`. -/
theorem energy_difference_bound {f f₁ f₂ f₃ : ℝ → ℝ} {M : ℝ}
    (h₁ : ∀ y, HasDerivAt f (f₁ y) y) (h₂ : ∀ y, HasDerivAt f₁ (f₂ y) y)
    (h₃ : ∀ y, HasDerivAt f₂ (f₃ y) y) (hM : ∀ y, |f₃ y| ≤ M)
    (x : ℝ) {h : ℝ} (hh : 0 ≤ h) :
    |f (x + h) - f (x - h) - 2 * f₁ x * h| ≤ M / 3 * h ^ 3 := by
  -- second derivatives at the displaced points differ by at most 2 M t
  have b₂ : ∀ t, 0 ≤ t → |f₂ (x + t) - f₂ (x - t)| ≤ 2 * M * t := fun t ht =>
    abs_le_of_abs_rate_le (u := fun s => f₂ (x + s) - f₂ (x - s))
      (v := fun s => 2 * M * s) (v' := fun _ => 2 * M)
      (fun s => hasDerivAt_difference h₃ x s)
      (fun s => ((hasDerivAt_id' s).const_mul (2 * M)).congr_deriv (by ring))
      (by simp) (by simp)
      (fun s _ => by
        have p := abs_le.mp (hM (x + s))
        have q := abs_le.mp (hM (x - s))
        exact abs_le.mpr ⟨by linarith [p.1, q.1], by linarith [p.2, q.2]⟩) ht
  -- compare rates again: the two displaced slopes sum to twice the central slope, up to M t²
  have b₁ : ∀ t, 0 ≤ t → |f₁ (x + t) + f₁ (x - t) - 2 * f₁ x| ≤ M * t ^ 2 := fun t ht =>
    abs_le_of_abs_rate_le (u := fun s => f₁ (x + s) + f₁ (x - s) - 2 * f₁ x)
      (u' := fun s => f₂ (x + s) - f₂ (x - s))
      (v := fun s => M * s ^ 2) (v' := fun s => 2 * M * s)
      (fun s => ((((h₂ (x + s)).comp_const_add x s).fun_add
        ((h₂ (x - s)).comp_const_sub x s)).sub_const (2 * f₁ x)).congr_deriv (by ring))
      (fun s => ((hasDerivAt_pow 2 s).const_mul M).congr_deriv (by norm_num; ring))
      (by simp only [add_zero, sub_zero]; ring) (by simp) b₂ ht
  -- compare rates a third time: the energy difference itself
  exact abs_le_of_abs_rate_le (u := fun s => f (x + s) - f (x - s) - 2 * f₁ x * s)
    (u' := fun s => f₁ (x + s) + f₁ (x - s) - 2 * f₁ x)
    (v := fun s => M / 3 * s ^ 3) (v' := fun s => M * s ^ 2)
    (fun s => ((hasDerivAt_difference h₁ x s).fun_sub
      ((hasDerivAt_id' s).const_mul (2 * f₁ x))).congr_deriv (by ring))
    (fun s => ((hasDerivAt_pow 3 s).const_mul (M / 3)).congr_deriv (by norm_num; ring))
    (by simp) (by simp) b₁ hh
```

Dividing by $2h$ gives the force error:

$$|D_hf(x)-f_1(x)|=\frac{|f(x+h)-f(x-h)-2f_1(x)h|}{2h}\le\frac{Mh^3/3}{2h}=\frac{Mh^2}{6}.$$

The theorem reads: for every point `x` and every `h > 0`, the estimate `centralDiff f x h` lies within `M * h ^ 2 / 6` of the true slope `f₁ x`. The equation `e` rewrites the error as a single fraction, and `div_le_iff₀` clears the denominator.

```lean
/-- The central-difference estimate deviates from the true slope by at most `M h² / 6`, when the
third derivative of the energy is bounded by `M`. -/
theorem centralDiff_error {f f₁ f₂ f₃ : ℝ → ℝ} {M : ℝ}
    (h₁ : ∀ y, HasDerivAt f (f₁ y) y) (h₂ : ∀ y, HasDerivAt f₁ (f₂ y) y)
    (h₃ : ∀ y, HasDerivAt f₂ (f₃ y) y) (hM : ∀ y, |f₃ y| ≤ M)
    (x : ℝ) {h : ℝ} (hh : 0 < h) :
    |centralDiff f x h - f₁ x| ≤ M * h ^ 2 / 6 := by
  have e : centralDiff f x h - f₁ x
      = (f (x + h) - f (x - h) - 2 * f₁ x * h) / (2 * h) := by
    unfold centralDiff
    field_simp
  have h2 : 0 < 2 * h := by linarith
  rw [e, abs_div, abs_of_pos h2, div_le_iff₀ h2]
  calc _ ≤ M / 3 * h ^ 3 := energy_difference_bound h₁ h₂ h₃ hM x hh.le
    _ = M * h ^ 2 / 6 * (2 * h) := by ring
```

The hypotheses ask for derivatives and a bound on the whole line. An interatomic potential that diverges at contact doesn't meet them as it stands, although the argument by hand uses only the interval from $x-h$ to $x+h$.

## A cubic energy attains the bound

For $f(y)=My^3/6$ the successive derivatives are $My^2/2$, $My$ and $M$. Since $(x+h)^3-(x-h)^3=6x^2h+2h^3$,

$$D_hf(x)=\frac M6\cdot\frac{6x^2h+2h^3}{2h}=\frac{Mx^2}{2}+\frac{Mh^2}{6}.$$

The first term is the true slope and the second is the error. Taking $M>0$ shows that the constant $1/6$ can't be improved. The theorem states the three derivatives together with the exact signed error.

```lean
/-- The cubic energy `M y³ / 6` has constant third derivative `M`, and its central-difference
error is exactly `M h² / 6` at every point. -/
theorem centralDiff_error_sharp (M x : ℝ) {h : ℝ} (hh : 0 < h) :
    (∀ y, HasDerivAt (fun z : ℝ => M / 6 * z ^ 3) (M / 2 * y ^ 2) y) ∧
    (∀ y, HasDerivAt (fun z : ℝ => M / 2 * z ^ 2) (M * y) y) ∧
    (∀ y, HasDerivAt (fun z : ℝ => M * z) M y) ∧
    centralDiff (fun z => M / 6 * z ^ 3) x h - M / 2 * x ^ 2 = M * h ^ 2 / 6 := by
  refine ⟨fun y => ?_, fun y => ?_, fun y => ?_, ?_⟩
  · exact ((hasDerivAt_pow 3 y).const_mul (M / 6)).congr_deriv (by norm_num; ring)
  · exact ((hasDerivAt_pow 2 y).const_mul (M / 2)).congr_deriv (by norm_num; ring)
  · exact ((hasDerivAt_id' y).const_mul M).congr_deriv (by ring)
  · have e : centralDiff (fun z => M / 6 * z ^ 3) x h
        = (M / 2 * x ^ 2 + M * h ^ 2 / 6) := by
      unfold centralDiff
      rw [div_eq_iff (by positivity)]
      ring
    rw [e]
    ring
```

## Noisy energies and the choice of step

Let $g$ be the computed energy, with $|g(y)-f(y)|\le\varepsilon$ for all $y$. The two energy errors can add, so

$$|D_hg(x)-D_hf(x)|\le\frac{2\varepsilon}{2h}=\frac{\varepsilon}{h}.$$

The triangle inequality adds the truncation error, which gives $|D_hg(x)-f_1(x)|\le E(h)$. In the proof `hn` is the noise estimate and `tri` the triangle inequality.

```lean
/-- If the computed energies `g` are within `ε` of the exact energies `f`, the central difference
of `g` deviates from the exact slope by at most `M h² / 6 + ε / h`. -/
theorem centralDiff_error_noisy {f f₁ f₂ f₃ g : ℝ → ℝ} {M ε : ℝ}
    (h₁ : ∀ y, HasDerivAt f (f₁ y) y) (h₂ : ∀ y, HasDerivAt f₁ (f₂ y) y)
    (h₃ : ∀ y, HasDerivAt f₂ (f₃ y) y) (hM : ∀ y, |f₃ y| ≤ M)
    (hg : ∀ y, |g y - f y| ≤ ε) (x : ℝ) {h : ℝ} (hh : 0 < h) :
    |centralDiff g x h - f₁ x| ≤ stepError M ε h := by
  have h2 : 0 < 2 * h := by linarith
  -- the noise changes the slope estimate by at most ε / h
  have hn : |centralDiff g x h - centralDiff f x h| ≤ ε / h := by
    have p := abs_le.mp (hg (x + h))
    have q := abs_le.mp (hg (x - h))
    unfold centralDiff
    rw [← sub_div, abs_div, abs_of_pos h2, div_le_iff₀ h2]
    have e : ε / h * (2 * h) = 2 * ε := by
      field_simp
    rw [e]
    exact abs_le.mpr ⟨by linarith [p.1, q.2], by linarith [p.2, q.1]⟩
  have ht := centralDiff_error h₁ h₂ h₃ hM x hh
  have tri := abs_sub_le (centralDiff g x h) (centralDiff f x h) (f₁ x)
  unfold stepError
  linarith
```

Setting $E'(h)=Mh/3-\varepsilon/h^2$ to zero suggests a step $h_0$ with $Mh_0^3=3\varepsilon$. To confirm that it is a minimum over all positive steps, substitute $\varepsilon=Mh_0^3/3$:

$$E(h)-E(h_0)=\frac{M(h^3-3hh_0^2+2h_0^3)}{6h}=\frac{M(h-h_0)^2(h+2h_0)}{6h}\ge0 .$$

The proof uses this factorisation and needs no calculus. What is minimised is the bound; the actual error in a given case may be smallest at another step.

```lean
/-- For `M ≥ 0`, no positive step gives a smaller error bound `M h² / 6 + ε / h` than a positive
step `h₀` with `M h₀³ = 3 ε`. -/
theorem stepError_optimal {M ε h₀ h : ℝ} (hM : 0 ≤ M) (hh₀ : 0 < h₀) (hh : 0 < h)
    (hopt : M * h₀ ^ 3 = 3 * ε) : stepError M ε h₀ ≤ stepError M ε h := by
  have hε : ε = M * h₀ ^ 3 / 3 := by linarith
  -- the excess over the optimum is a manifestly nonnegative product
  have e : stepError M ε h - stepError M ε h₀
      = M * (h - h₀) ^ 2 * (h + 2 * h₀) / (6 * h) := by
    unfold stepError
    rw [hε]
    field_simp
    ring
  have hp : 0 ≤ M * (h - h₀) ^ 2 * (h + 2 * h₀) / (6 * h) := by positivity
  linarith

end

end CentralDifferenceForce
```

```lean
#print axioms CentralDifferenceForce.energy_difference_bound
-- 'CentralDifferenceForce.energy_difference_bound' depends on axioms: [propext, Classical.choice, Quot.sound]
#print axioms CentralDifferenceForce.centralDiff_error_sharp
-- 'CentralDifferenceForce.centralDiff_error_sharp' depends on axioms: [propext, Classical.choice, Quot.sound]
#print axioms CentralDifferenceForce.centralDiff_error_noisy
-- 'CentralDifferenceForce.centralDiff_error_noisy' depends on axioms: [propext, Classical.choice, Quot.sound]
#print axioms CentralDifferenceForce.stepError_optimal
-- 'CentralDifferenceForce.stepError_optimal' depends on axioms: [propext, Classical.choice, Quot.sound]
```

## Checking forces in an electronic-structure code

A common test of an analytic force displaces one nuclear coordinate by $\pm h$, converges the energy at both geometries and compares $-D_hg(x)$ with the analytic value. For this one-coordinate test, with a bounded third derivative, $E(h)$ says how much disagreement the stencil and the energy noise can explain. Incomplete self-consistency contributes to $\varepsilon$, so a very small step with loosely converged energies can make a correct force look wrong. With $M,\varepsilon>0$, the step $h_0=(3\varepsilon/M)^{1/3}$ gives $E(h_0)=Mh_0^2/2$, so tightening the energies by a factor of $1000$ allows a step ten times smaller and a bound a hundred times smaller. Rounding in the displaced coordinates and in the final subtraction and division is not part of this model.
